# The momentum-transfer integral for finitely many phase shifts is $2\sum_l (l+1)\sin^2(d_l-d_{l+1})$

## Question

For elastic scattering from a spherical target with real phase shifts $d_0,\dots,d_L$ and $d_{L+1}=0$, the amplitude times the wave number is

$$f(x)=\sum_{l=0}^{L}(2l+1)\,e^{id_l}\sin(d_l)\,P_l(x),\qquad x=\cos\theta,$$

and its momentum-transfer integral is

$$\int_{-1}^{1}|f(x)|^2(1-x)\,dx=2\sum_{l=0}^{L}(l+1)\sin^2(d_l-d_{l+1}).$$

If only $d_2$ is nonzero, this gives $10\sin^2 d_2$. I'd like to see a rigorous derivation, including the Legendre integrals, and a machine-checked version in Lean. Can it be done from the recurrence for $P_l$ alone?

## Answer

Yes. The formula holds for every cutoff $L\ge 0$, starting from $P_0=1$, $P_1=x$ and Bonnet's recurrence

$$(n+2)P_{n+2}=(2n+3)xP_{n+1}-(n+1)P_n .$$

### From the recurrence to the Legendre integrals

Two derivative relations hold for all $n$:

$$P_{n+1}'=xP_n'+(n+1)P_n,\qquad xP_{n+1}'-P_n'=(n+1)P_{n+1}.$$

They are clear at $n=0$. For the induction step, differentiate Bonnet's recurrence and eliminate $P_n'$ with the second relation. The result is $(n+2)P_{n+2}'=(n+2)xP_{n+1}'+(n+2)^2P_{n+1}$, which is the next first relation. The old pair also gives

$$(1-x^2)P_{n+1}'=(n+1)(P_n-xP_{n+1}).$$

Hence $xP_{n+2}'-P_{n+1}'=(n+2)xP_{n+1}-(n+1)(P_n-xP_{n+1})=(n+2)P_{n+2}$, the next second relation.

Differentiating the displayed identity and using the second relation gives Legendre's equation, $((1-x^2)P_n')'=-n(n+1)P_n$; the case $n=0$ is immediate. Therefore

$$\big[(1-x^2)(P_m'P_n-P_n'P_m)\big]'=(n-m)(n+m+1)P_mP_n .$$

The bracket vanishes at $x=\pm1$, so $\int P_mP_n=0$ for $m\ne n$. (All integrals run over $[-1,1]$.)

For the norms $N_n=\int P_n^2$, integrate Bonnet's recurrence against $P_{n+2}$, and its successor against $P_{n+1}$:

$$(n+2)N_{n+2}=(2n+3)J,\quad 0=(2n+5)J-(n+2)N_{n+1},\quad J=\int xP_{n+1}P_{n+2}.$$

So $(2n+5)N_{n+2}=(2n+3)N_{n+1}$. With $N_0=2$ and $N_1=2/3$, this gives $N_n=2/(2n+1)$.

### Completing the square, one partial wave at a time

For real $c_l$, let $S_L=\sum_{l\le L}(2l+1)c_lP_l$ and $I_L=\int S_L^2(1-x)$. The claim is

$$I_L=2\Big[\sum_{l<L}(l+1)(c_l-c_{l+1})^2+(L+1)c_L^2\Big].$$

At $L=0$, $I_0=c_0^2\int(1-x)=2c_0^2$. For the next wave, $S_{L+1}=S_L+aP_{L+1}$ with $a=(2L+3)c_{L+1}$. Orthogonality gives $\int P_{L+1}S_L=0$. Bonnet's recurrence integrated against $P_{L+1}$ gives $\int xP_{L+1}^2=0$; against $S_L$ it gives $(2L+3)\int xP_{L+1}S_L=2(L+1)c_L$. Thus

$$I_{L+1}=I_L-4(L+1)c_Lc_{L+1}+2(2L+3)c_{L+1}^2 .$$

Since $2L+3=(L+1)+(L+2)$, the old end term $2(L+1)c_L^2$ becomes $2(L+1)(c_L-c_{L+1})^2$, and $2(L+2)c_{L+1}^2$ is the new end term.

Now write $e^{id_l}\sin d_l=\cos d_l\sin d_l+i\sin^2d_l$ and apply the result to the real and imaginary parts. Because $e^{ia}\sin a=(e^{2ia}-1)/(2i)$,

$$|e^{ia}\sin a-e^{ib}\sin b|^2=\tfrac14|e^{2ia}-e^{2ib}|^2=\sin^2(a-b).$$

The end term is $(L+1)\sin^2d_L$, which is the $l=L$ term because $d_{L+1}=0$. If only $d_2$ is nonzero, the pairs $(1,2)$ and $(2,3)$ contribute $2(2+3)\sin^2d_2=10\sin^2d_2$.

### What the Lean statement says

`legendreP` defines the $P_l$ as real polynomials through Bonnet's recurrence. Their continuity is then automatic, and their orthogonality and norms are proved, not assumed. `angInt` is integration over $[-1,1]$ as a linear map on polynomials, `partialWaveSum c L` is $S_L$, and `amplitude L d x` is the complex, dimensionless $f(x)$.

`momentum_transfer` takes any `d : ℕ → ℝ` with `d (L + 1) = 0`. This hypothesis closes the sum at the cutoff and puts no condition on $d_0,\dots,d_L$; the amplitude itself leaves out every wave beyond $L$. `momentum_transfer_d_wave` requires `2 ≤ L` and every other phase shift to be zero.

The phase shifts are given numbers, not computed from a potential, and spin and inelastic scattering are absent. Within this finite, elastic, single-scatterer model, the integral times $2\pi/k^2$, with $k$ the wave number, is the transport cross-section that enters simple estimates of impurity resistivity.

```lean
import Mathlib

open Polynomial

namespace MomentumTransferScattering

noncomputable section

/-- Legendre polynomials, generated by Bonnet's recurrence from `1` and `X`. -/
def legendreP : ℕ → ℝ[X]
  | 0 => 1
  | 1 => X
  | n + 2 => C (1 / ((n : ℝ) + 2)) *
      ((2 * (n : ℝ[X]) + 3) * X * legendreP (n + 1) - ((n : ℝ[X]) + 1) * legendreP n)

/-- Integration of a polynomial in `x = cos θ` over `[-1, 1]`. -/
def angInt : ℝ[X] →ₗ[ℝ] ℝ where
  toFun p := ∫ x in (-1 : ℝ)..1, p.eval x
  map_add' p q := by
    simp only [eval_add]
    exact intervalIntegral.integral_add (p.continuous.intervalIntegrable _ _)
      (q.continuous.intervalIntegrable _ _)
  map_smul' c p := by
    simp [eval_smul, intervalIntegral.integral_const_mul]

/-- The real partial-wave sum `∑ (2l+1) c_l P_l` over `l ≤ L`. -/
def partialWaveSum (c : ℕ → ℝ) (L : ℕ) : ℝ[X] :=
  ∑ l ∈ Finset.range (L + 1), ((2 * (l : ℝ) + 1) * c l) • legendreP l

/-- The scattering amplitude (times the wave number) with phase shifts `d l`, `l ≤ L`,
as a function of `x = cos θ`. -/
def amplitude (L : ℕ) (d : ℕ → ℝ) (x : ℝ) : ℂ :=
  ∑ l ∈ Finset.range (L + 1), (2 * (l : ℂ) + 1) * Complex.exp ((d l : ℂ) * Complex.I) *
    ((Real.sin (d l) : ℝ) : ℂ) * (((legendreP l).eval x : ℝ) : ℂ)

/-- The integral of a derivative over `[-1, 1]` is the difference of the boundary values. -/
theorem angInt_derivative (p : ℝ[X]) :
    angInt (derivative p) = p.eval 1 - p.eval (-1) :=
  intervalIntegral.integral_eq_sub_of_hasDerivAt (fun x _ => p.hasDerivAt x)
    ((derivative p).continuous.intervalIntegrable _ _)

/-- Bonnet's recurrence, free of denominators. -/
theorem bonnet (n : ℕ) : ((n : ℝ[X]) + 2) * legendreP (n + 1 + 1) =
    (2 * (n : ℝ[X]) + 3) * X * legendreP (n + 1) - ((n : ℝ[X]) + 1) * legendreP n := by
  have e : legendreP (n + 1 + 1) = C (1 / ((n : ℝ) + 2)) *
      ((2 * (n : ℝ[X]) + 3) * X * legendreP (n + 1) - ((n : ℝ[X]) + 1) * legendreP n) := by
    rfl
  have h : ((n : ℝ[X]) + 2) * C (1 / ((n : ℝ) + 2)) = 1 := by
    have h2 : (n : ℝ[X]) + 2 = C ((n : ℝ) + 2) := by
      simp only [map_add, map_natCast, map_ofNat]
    rw [h2, ← C_mul, mul_one_div_cancel (by positivity), C_1]
  rw [e]
  linear_combination ((2 * (n : ℝ[X]) + 3) * X * legendreP (n + 1)
    - ((n : ℝ[X]) + 1) * legendreP n) * h

/-- Two relations between the derivatives of neighbouring Legendre polynomials. -/
theorem derivative_relations (n : ℕ) :
    derivative (legendreP (n + 1)) =
      X * derivative (legendreP n) + ((n : ℝ[X]) + 1) * legendreP n ∧
    X * derivative (legendreP (n + 1)) - derivative (legendreP n) =
      ((n : ℝ[X]) + 1) * legendreP (n + 1) := by
  induction n with
  | zero => constructor <;> simp [legendreP]
  | succ n ih =>
    obtain ⟨hA, hB⟩ := ih
    have hb := bonnet n
    have hd := congrArg derivative hb
    simp only [derivative_mul, derivative_sub, derivative_add, derivative_natCast,
      derivative_ofNat, derivative_one, derivative_X] at hd
    have hne : (n : ℝ[X]) + 2 ≠ 0 := by
      exact_mod_cast (Nat.cast_ne_zero (R := ℝ[X])).mpr (show n + 2 ≠ 0 by omega)
    have h1 : derivative (legendreP (n + 1 + 1)) =
        X * derivative (legendreP (n + 1)) + ((n : ℝ[X]) + 2) * legendreP (n + 1) := by
      apply mul_left_cancel₀ hne
      linear_combination hd + ((n : ℝ[X]) + 1) * hB
    constructor
    · push_cast
      linear_combination h1
    · push_cast
      linear_combination X * h1 - hb + X * hB - hA

/-- Legendre's differential equation `((1 - x²) P_n')' = -n(n+1) P_n`. -/
theorem legendre_equation (n : ℕ) : derivative ((1 - X ^ 2) * derivative (legendreP n)) =
    -((n : ℝ[X]) * ((n : ℝ[X]) + 1)) * legendreP n := by
  cases n with
  | zero => simp [legendreP]
  | succ n =>
    obtain ⟨hA, hB⟩ := derivative_relations n
    have h : (1 - X ^ 2) * derivative (legendreP (n + 1)) =
        ((n : ℝ[X]) + 1) * (legendreP n - X * legendreP (n + 1)) := by
      linear_combination hA - X * hB
    rw [h]
    simp only [derivative_mul, derivative_sub, derivative_add, derivative_natCast,
      derivative_one, derivative_X]
    push_cast
    linear_combination -((n : ℝ[X]) + 1) * hB

/-- Legendre polynomials of different degree are orthogonal on `[-1, 1]`. -/
theorem legendre_orthogonal {m n : ℕ} (hmn : m ≠ n) :
    angInt (legendreP m * legendreP n) = 0 := by
  have key : ∀ u v p q : ℝ[X], derivative (u * q - v * p) =
      derivative u * q + u * derivative q - (derivative v * p + v * derivative p) := by
    intro u v p q
    simp only [derivative_sub, derivative_mul]
  -- `1 - X ^ 2` times the Wronskian; the factor `1 - X ^ 2` vanishes at both endpoints
  have h := angInt_derivative ((1 - X ^ 2) * derivative (legendreP m) * legendreP n
    - (1 - X ^ 2) * derivative (legendreP n) * legendreP m)
  have hW : derivative ((1 - X ^ 2) * derivative (legendreP m) * legendreP n
      - (1 - X ^ 2) * derivative (legendreP n) * legendreP m) =
      ((n : ℝ) * (n + 1) - m * (m + 1)) • (legendreP m * legendreP n) := by
    rw [key, legendre_equation m, legendre_equation n]
    simp only [smul_eq_C_mul, map_sub, map_mul, map_add, map_one, map_natCast]
    ring
  rw [hW, map_smul, smul_eq_mul] at h
  have h' : ((n : ℝ) * (n + 1) - m * (m + 1)) * angInt (legendreP m * legendreP n) = 0 := by
    rw [h]
    simp
  refine (mul_eq_zero.mp h').resolve_left fun h0 => ?_
  have h1 : ((n : ℝ) - m) * (n + m + 1) = 0 := by linear_combination h0
  rcases mul_eq_zero.mp h1 with h2 | h2
  · exact hmn (by exact_mod_cast (sub_eq_zero.mp h2).symm)
  · have : (0 : ℝ) < n + m + 1 := by positivity
    linarith

/-- Bonnet's recurrence integrated against an arbitrary polynomial `q`. -/
theorem angInt_bonnet (n : ℕ) (q : ℝ[X]) :
    ((n : ℝ) + 2) * angInt (legendreP (n + 1 + 1) * q) =
      (2 * (n : ℝ) + 3) * angInt (X * legendreP (n + 1) * q)
        - ((n : ℝ) + 1) * angInt (legendreP n * q) := by
  have h : ((n : ℝ) + 2) • (legendreP (n + 1 + 1) * q) =
      (2 * (n : ℝ) + 3) • (X * legendreP (n + 1) * q)
        - ((n : ℝ) + 1) • (legendreP n * q) := by
    simp only [smul_eq_C_mul, map_add, map_mul, map_natCast, map_ofNat, map_one]
    linear_combination q * bonnet n
  have h2 := congrArg angInt h
  simpa only [map_sub, map_smul, smul_eq_mul] using h2

/-- The squared norm of `P_n` on `[-1, 1]` is `2 / (2n+1)`. -/
theorem legendre_norm_sq (n : ℕ) :
    angInt (legendreP n * legendreP n) = 2 / (2 * (n : ℝ) + 1) := by
  rw [eq_div_iff (by positivity)]
  induction n with
  | zero =>
    have h := angInt_derivative X
    simp only [derivative_X, eval_X] at h
    simp only [legendreP, mul_one, h]
    norm_num
  | succ n ih =>
    cases n with
    | zero =>
      have h := angInt_derivative (X * X * X)
      have e : derivative (X * X * X : ℝ[X]) = (3 : ℝ) • (X * X) := by
        simp only [derivative_mul, derivative_X, smul_eq_C_mul, map_ofNat]
        ring
      rw [e, map_smul, smul_eq_mul] at h
      simp only [eval_mul, eval_X] at h
      change angInt (X * X) * _ = 2
      push_cast
      linear_combination h
    | succ n =>
      have h1 := angInt_bonnet n (legendreP (n + 1 + 1))
      have h2 := angInt_bonnet (n + 1) (legendreP (n + 1))
      have hc : X * legendreP (n + 1 + 1) * legendreP (n + 1) =
          X * legendreP (n + 1) * legendreP (n + 1 + 1) := by ring
      rw [legendre_orthogonal (show n ≠ n + 1 + 1 by omega)] at h1
      rw [legendre_orthogonal (show n + 1 + 1 + 1 ≠ n + 1 by omega), hc] at h2
      push_cast at h2 ih ⊢
      apply mul_left_cancel₀ (show (n : ℝ) + 2 ≠ 0 by positivity)
      linear_combination (2 * (n : ℝ) + 5) * h1 - (2 * (n : ℝ) + 3) * h2 + ((n : ℝ) + 2) * ih

/-- The integral of a squared real partial-wave sum with weight `1 - x` is a weighted sum of squared
differences of neighbouring coefficients plus a term from the last one. -/
theorem weighted_square (c : ℕ → ℝ) (L : ℕ) :
    angInt (partialWaveSum c L ^ 2 * (1 - X)) =
      2 * (∑ l ∈ Finset.range L, ((l : ℝ) + 1) * (c l - c (l + 1)) ^ 2
        + ((L : ℝ) + 1) * c L ^ 2) := by
  -- projection of the sum on a single partial wave
  have proj : ∀ m N : ℕ, angInt (legendreP m * partialWaveSum c N) =
      if m ≤ N then 2 * c m else 0 := by
    intro m N
    have term : ∀ l : ℕ, angInt (legendreP m * (((2 * (l : ℝ) + 1) * c l) • legendreP l)) =
        if m = l then 2 * c m else 0 := by
      intro l
      rw [mul_smul_comm, map_smul, smul_eq_mul]
      split_ifs with h
      · subst h
        have h0 : 2 * (m : ℝ) + 1 ≠ 0 := by positivity
        rw [legendre_norm_sq]
        field_simp
      · rw [legendre_orthogonal h, mul_zero]
    rw [partialWaveSum, Finset.mul_sum, map_sum]
    simp only [term, Finset.sum_ite_eq, Finset.mem_range, Nat.lt_add_one_iff]
  induction L with
  | zero =>
    have h : partialWaveSum c 0 ^ 2 * (1 - X) =
        (c 0 ^ 2) • (legendreP 0 * legendreP 0) - (c 0 ^ 2) • (legendreP 1 * legendreP 0) := by
      simp only [partialWaveSum, zero_add, Finset.sum_range_one, legendreP, smul_eq_C_mul,
        Nat.cast_zero, mul_zero, one_mul, map_pow]
      ring
    rw [h, map_sub, map_smul, map_smul, legendre_norm_sq, legendre_orthogonal one_ne_zero]
    simp only [smul_eq_mul, Finset.sum_range_zero, Nat.cast_zero]
    ring
  | succ L ih =>
    have pL := proj L L
    have p1 := proj (L + 1) L
    have p2 := proj (L + 1 + 1) L
    rw [if_pos le_rfl] at pL
    rw [if_neg (by omega)] at p1 p2
    have b1 := angInt_bonnet L (partialWaveSum c L)
    rw [p2, pL] at b1
    have b2 := angInt_bonnet L (legendreP (L + 1))
    rw [legendre_orthogonal (show L + 1 + 1 ≠ L + 1 by omega),
      legendre_orthogonal (show L ≠ L + 1 by omega)] at b2
    have K0 : angInt (X * legendreP (L + 1) * legendreP (L + 1)) = 0 := by
      apply mul_left_cancel₀ (show 2 * (L : ℝ) + 3 ≠ 0 by positivity)
      linear_combination -b2
    have N := legendre_norm_sq (L + 1)
    rw [eq_div_iff (by positivity)] at N
    obtain ⟨a, ha⟩ : ∃ a : ℝ, a = (2 * ((L + 1 : ℕ) : ℝ) + 1) * c (L + 1) := ⟨_, rfl⟩
    have hG : partialWaveSum c (L + 1) = partialWaveSum c L + a • legendreP (L + 1) := by
      rw [ha]
      exact Finset.sum_range_succ _ _
    have hexp : partialWaveSum c (L + 1) ^ 2 * (1 - X) =
        partialWaveSum c L ^ 2 * (1 - X) + (2 * a) • (legendreP (L + 1) * partialWaveSum c L)
        - (2 * a) • (X * legendreP (L + 1) * partialWaveSum c L)
        + (a ^ 2) • (legendreP (L + 1) * legendreP (L + 1))
        - (a ^ 2) • (X * legendreP (L + 1) * legendreP (L + 1)) := by
      rw [hG]
      simp only [smul_eq_C_mul, map_mul, map_pow, map_ofNat]
      ring
    push_cast at ha N
    -- in the integrated cross term, only the coefficient `c L` of the old sum survives
    have hJ : a * angInt (X * legendreP (L + 1) * partialWaveSum c L) =
        2 * ((L : ℝ) + 1) * c L * c (L + 1) := by
      rw [ha]
      linear_combination -c (L + 1) * b1
    have hN : a ^ 2 * angInt (legendreP (L + 1) * legendreP (L + 1)) =
        2 * (2 * (L : ℝ) + 3) * c (L + 1) ^ 2 := by
      rw [ha]
      linear_combination (2 * (L : ℝ) + 3) * c (L + 1) ^ 2 * N
    rw [hexp, Finset.sum_range_succ]
    simp only [map_add, map_sub, map_smul, smul_eq_mul, ih, p1]
    push_cast
    linear_combination -2 * hJ + hN - a ^ 2 * K0

/-- Momentum-transfer formula: the integral of `|f|² (1 - cos θ)` over `cos θ` is
`2 ∑ (l+1) sin²(d_l - d_{l+1})`, where the phase shift after the last one is zero. -/
theorem momentum_transfer (L : ℕ) (d : ℕ → ℝ) (hd : d (L + 1) = 0) :
    ∫ x in (-1 : ℝ)..1, ‖amplitude L d x‖ ^ 2 * (1 - x) =
      2 * ∑ l ∈ Finset.range (L + 1), ((l : ℝ) + 1) * Real.sin (d l - d (l + 1)) ^ 2 := by
  -- real and imaginary parts of the amplitude
  have hf : ∀ x : ℝ, amplitude L d x =
      (((partialWaveSum (fun l => Real.cos (d l) * Real.sin (d l)) L).eval x : ℝ) : ℂ) +
      (((partialWaveSum (fun l => Real.sin (d l) ^ 2) L).eval x : ℝ) : ℂ) * Complex.I := by
    intro x
    simp only [amplitude, partialWaveSum, Polynomial.eval_finsetSum, eval_smul, smul_eq_mul]
    push_cast
    rw [Finset.sum_mul, ← Finset.sum_add_distrib]
    refine Finset.sum_congr rfl fun l _ => ?_
    rw [Complex.exp_mul_I]
    ring
  have hint : ∫ x in (-1 : ℝ)..1, ‖amplitude L d x‖ ^ 2 * (1 - x) =
      angInt (partialWaveSum (fun l => Real.cos (d l) * Real.sin (d l)) L ^ 2 * (1 - X) +
        partialWaveSum (fun l => Real.sin (d l) ^ 2) L ^ 2 * (1 - X)) := by
    refine intervalIntegral.integral_congr fun x _ => ?_
    rw [hf x, ← Complex.normSq_eq_norm_sq, Complex.normSq_add_mul_I]
    simp only [eval_add, eval_mul, eval_pow, eval_sub, eval_one, eval_X]
    ring
  have key : ∀ a b : ℝ, Real.sin (a - b) ^ 2 =
      (Real.cos a * Real.sin a - Real.cos b * Real.sin b) ^ 2 +
        (Real.sin a ^ 2 - Real.sin b ^ 2) ^ 2 := by
    intro a b
    rw [Real.sin_sub]
    linear_combination (Real.sin a ^ 2 - Real.sin b ^ 2) *
      (Real.sin_sq_add_cos_sq b - Real.sin_sq_add_cos_sq a)
  have h1 := weighted_square (fun l => Real.cos (d l) * Real.sin (d l)) L
  have h2 := weighted_square (fun l => Real.sin (d l) ^ 2) L
  beta_reduce at h1 h2
  have hs : ∑ l ∈ Finset.range L, ((l : ℝ) + 1) * Real.sin (d l - d (l + 1)) ^ 2 =
      ∑ l ∈ Finset.range L, ((l : ℝ) + 1) * (Real.cos (d l) * Real.sin (d l)
        - Real.cos (d (l + 1)) * Real.sin (d (l + 1))) ^ 2 +
      ∑ l ∈ Finset.range L, ((l : ℝ) + 1) *
        (Real.sin (d l) ^ 2 - Real.sin (d (l + 1)) ^ 2) ^ 2 := by
    rw [← Finset.sum_add_distrib]
    refine Finset.sum_congr rfl fun l _ => ?_
    rw [key]
    ring
  have h0 := key (d L) 0
  simp only [Real.sin_zero, Real.cos_zero] at h0
  rw [hint, map_add, h1, h2, Finset.sum_range_succ, hd, hs]
  linear_combination -2 * ((L : ℝ) + 1) * h0

/-- If only the `l = 2` phase shift is nonzero, the momentum-transfer integral is
`10 sin² d_2`. -/
theorem momentum_transfer_d_wave (L : ℕ) (hL : 2 ≤ L) (d : ℕ → ℝ)
    (hd : ∀ l, l ≠ 2 → d l = 0) :
    ∫ x in (-1 : ℝ)..1, ‖amplitude L d x‖ ^ 2 * (1 - x) = 10 * Real.sin (d 2) ^ 2 := by
  rw [momentum_transfer L d (hd _ (by omega))]
  -- only the pairs (1,2) and (2,3) contribute
  have term : ∀ l : ℕ, ((l : ℝ) + 1) * Real.sin (d l - d (l + 1)) ^ 2 =
      (if l = 1 then 2 * Real.sin (d 2) ^ 2 else 0) +
        (if l = 2 then 3 * Real.sin (d 2) ^ 2 else 0) := by
    intro l
    by_cases h1 : l = 1
    · subst h1
      norm_num [hd 1 (by norm_num)]
    · by_cases h2 : l = 2
      · subst h2
        norm_num [hd 3 (by norm_num)]
      · rw [hd l h2, hd (l + 1) (by omega)]
        simp [h1, h2]
  simp only [term, Finset.sum_add_distrib, Finset.sum_ite_eq', Finset.mem_range]
  rw [if_pos (show 1 < L + 1 by omega), if_pos (show 2 < L + 1 by omega)]
  ring

end

end MomentumTransferScattering
```

```lean
#print axioms MomentumTransferScattering.momentum_transfer_d_wave
-- 'MomentumTransferScattering.momentum_transfer_d_wave' depends on axioms: [propext, Classical.choice, Quot.sound]
```

### How the proof follows the calculation

`bonnet` clears the denominator in the definition. `derivative_relations`, `legendre_equation`, `legendre_orthogonal` and `legendre_norm_sq` then follow the derivation in order, with `angInt_derivative` supplying the boundary values and `angInt_bonnet` the integrated recurrence.

In `weighted_square`, `proj` computes $\int P_mS_N$, `hexp` expands the new square, and `hJ` and `hN` evaluate the cross term and the norm term. In `momentum_transfer`, `hf` splits the amplitude into real and imaginary parts, `hint` turns the integral of $|f|^2(1-x)$ into `angInt` of two weighted squares, and `key` is the sine identity, proved there from the addition formula.

### `linear_combination` as elimination

The tactic that carries most of the algebra is `linear_combination`. Given known equations and a multiplier for each, it subtracts their combination from the goal and asks `ring` to confirm that nothing remains. The multipliers may themselves be polynomials.

In `derivative_relations`, for example, `linear_combination hd + ((n : ℝ[X]) + 1) * hB` is the elimination of $P_n'$: the differentiated recurrence plus $(n+1)$ times the second relation. The goal at that point carries a factor $n+2$, which `mul_left_cancel₀` has introduced because `ring` cannot divide by it in the polynomial ring.
